# Ideal pulses under constant Hermitian Hamiltonians: the propagator error is at most pulse duration times the norm of the internal interactions

Q: Take a single level, so that every Hamiltonian is a real number: $a$ for the pulse, $b$ for the internal interactions. With $\hbar=1$ and a pulse of duration $t\ge 0$, leaving out $b$ costs

$$|e^{-it(a+b)}-e^{-ita}|=|e^{-itb}-1|=2|\sin(bt/2)|\le t|b|.$$

The pulse strength $a$ has dropped out, but only because numbers commute. In a spin system the pulse $A$ and the shifts and couplings $B$ usually don't. Why should a large $A$ not amplify the error?

A: Because the common phase $e^{-ita}$ can be removed without commutation, by going to the interaction picture of the pulse. Let $A$ and $B$ be Hermitian matrices, write $U_H(s)=e^{-isH}$, and let $\|\cdot\|$ be the operator norm. For Hermitian $H$, $U_H(s)^*=e^{isH}$ is the inverse of $U_H(s)$, so $U_H(s)$ is unitary, and $U_H'(s)=-iHU_H(s)$. Define $G(s)=U_A(s)^*U_{A+B}(s)$. The product rule gives

$$G'=iU_A^*AU_{A+B}-iU_A^*(A+B)U_{A+B}=-iU_A^*BU_{A+B}.$$

The two terms with $A$ cancel. Multiplication by a unitary preserves the norm, so $\|G'(s)\|=\|B\|$ at every $s$. Since $G(0)=1$,

$$\|G(t)-1\|\le\int_0^t\|G'(s)\|\,ds=t\|B\|.$$

Finally, multiplying the propagator difference by $U_A(t)^*$ leaves its norm unchanged:

$$\|U_{A+B}(t)-U_A(t)\|=\|U_A(t)^*U_{A+B}(t)-1\|=\|G(t)-1\|\le t\|B\|.$$

Q: I accept that for matrices. What does the Lean file take a Hamiltonian to be?

A: An element of an algebra `𝓐` over the complex numbers, which at first has only a norm.

```lean
import Mathlib

open Complex (I)

namespace IdealPulse

noncomputable section

variable {𝓐 : Type*} [NormedRing 𝓐] [NormedAlgebra ℂ 𝓐]
```

The propagator is the actual exponential, not a truncated series or an abstract unitary.

```lean
/-- The propagator `exp(-itH)` of a constant Hamiltonian `H` over a time `t`, with `ħ = 1`. -/
def propagator (H : 𝓐) (t : ℝ) : 𝓐 := NormedSpace.exp ((-(I * t)) • H)
```

Setting $\hbar=1$ means that Hamiltonians are angular frequencies: a coupling quoted in hertz enters with its factor $2\pi$.

Q: One pulse is not an experiment. Where are the delays?

A: A sequence is a list of blocks, each a constant pulse followed by a free evolution.

```lean
/-- One block of a pulse sequence: a pulse with Hamiltonian `pulse` and duration `width`,
followed by a free evolution of duration `delay`. -/
structure Block (𝓐 : Type*) where
  pulse : 𝓐
  width : ℝ
  delay : ℝ
```

The actual sequence keeps $B$ on throughout.

```lean
/-- The propagator of a sequence in which the internal Hamiltonian `B` acts at all times.
The head of the list is applied first. -/
def actualSequence (B : 𝓐) : List (Block 𝓐) → 𝓐
  | [] => 1
  | p :: l => actualSequence B l *
      (propagator B p.delay * propagator (p.pulse + B) p.width)
```

The ideal one switches $B$ off during the pulses and keeps it exactly during the delays. In both, the head of the list acts first and so stands rightmost in the product.

```lean
/-- The propagator of the same sequence with ideal pulses: `B` acts only during the delays. -/
def idealSequence (B : 𝓐) : List (Block 𝓐) → 𝓐
  | [] => 1
  | p :: l => idealSequence B l *
      (propagator B p.delay * propagator p.pulse p.width)
```

A delay may be zero, so a shaped pulse approximated by constant steps is also such a list.

Q: Where does Hermiticity enter?

A: Through the adjoint `star` and the hypothesis `IsSelfAdjoint`. From here on the algebra is complete and its norm satisfies $\|X^*X\|=\|X\|^2$. Square matrices with the operator norm qualify, as do the bounded operators on a complex Hilbert space. The first lemma writes the propagator as $e^{i(-tH)}$ and uses Mathlib's result that $e^{iK}$ is unitary for self-adjoint $K$.

```lean
variable [StarRing 𝓐] [CStarRing 𝓐] [StarModule ℂ 𝓐] [CompleteSpace 𝓐]

/-- The propagator of a self-adjoint Hamiltonian is unitary. -/
theorem propagator_mem_unitary {H : 𝓐} (hH : IsSelfAdjoint H) (t : ℝ) :
    propagator H t ∈ unitary 𝓐 := by
  have hr : star (((-t : ℝ)) : ℂ) = ((-t : ℝ) : ℂ) := Complex.conj_ofReal _
  have hs : IsSelfAdjoint ((((-t : ℝ)) : ℂ) • H) := by
    show star _ = _
    rw [star_smul, hH.star_eq, hr]
  have e : propagator H t = NormedSpace.exp (I • ((((-t : ℝ)) : ℂ) • H)) := by
    rw [propagator, smul_smul]
    congr 2
    push_cast
    ring
  rw [e]
  exact (selfAdjoint.expUnitary ⟨_, hs⟩).2
```

The Schrödinger equation is then derived from the exponential, and needs no self-adjointness.

```lean
omit [StarRing 𝓐] [CStarRing 𝓐] [StarModule ℂ 𝓐] in
/-- The propagator obeys the Schrödinger equation `dU/dt = -i H U`. -/
theorem hasDerivAt_propagator (H : 𝓐) (t : ℝ) :
    HasDerivAt (propagator H) ((-I) • (H * propagator H t)) t := by
  have e : ∀ s : ℝ, propagator H s = NormedSpace.exp (s • ((-I) • H)) := by
    intro s
    rw [propagator, ← Complex.coe_smul, smul_smul]
    congr 2
    ring
  have h := hasDerivAt_exp_smul_const' ((-I) • H) t
  rw [← e t, smul_mul_assoc] at h
  exact h.congr_of_eventuallyEq (Filter.Eventually.of_forall e)
```

The norm step is short as well: for unitary $U$, $\|U^*X\|=\|UU^*X\|=\|X\|$.

```lean
omit [NormedAlgebra ℂ 𝓐] [StarModule ℂ 𝓐] [CompleteSpace 𝓐] in
/-- Left multiplication by the adjoint of a unitary preserves the norm. -/
theorem norm_star_unitary_mul {U : 𝓐} (hU : U ∈ unitary 𝓐) (X : 𝓐) :
    ‖star U * X‖ = ‖X‖ := by
  rw [← CStarRing.norm_mem_unitary_mul (star U * X) hU, ← mul_assoc, hU.2, one_mul]
```

Q: And the cancellation of $A$, which is the point I doubted?

A: It is a lemma of its own. The function being differentiated is $G$, and the stated derivative contains $A$ only inside the propagators. The proof applies the product rule, `simp only` moves the adjoints and scalars into place using $A^*=A$, and `module` cancels the two pulse terms.

```lean
/-- For self-adjoint `A`, the derivative of the interaction-picture propagator
`star (propagator A s) * propagator (A + B) s` contains `A` only inside the propagators: the factor
between them is `B`. -/
theorem hasDerivAt_interaction {A : 𝓐} (hA : IsSelfAdjoint A) (B : 𝓐) (s : ℝ) :
    HasDerivAt (fun s => star (propagator A s) * propagator (A + B) s)
      ((-I) • (star (propagator A s) * (B * propagator (A + B) s))) s := by
  have hI : star (-I) = I := by simp
  refine ((hasDerivAt_propagator A s).star.fun_mul
    (hasDerivAt_propagator (A + B) s)).congr_deriv ?_
  -- the two terms containing the pulse Hamiltonian cancel
  simp only [star_smul, star_mul, hA.star_eq, hI, smul_mul_assoc, mul_smul_comm,
    add_mul, mul_add, mul_assoc]
  module
```

The main theorem follows the derivation above. In place of the integral it uses the mean value inequality: a function whose derivative has norm at most $\|B\|$ on $[0,t]$ moves by at most $t\|B\|$. The last lines undo the interaction picture by unitarity.

```lean
/-- Ideal-pulse approximation: for self-adjoint `A` and `B` and `t ≥ 0`, ignoring the internal
Hamiltonian `B` during a pulse `A` of duration `t` changes the propagator by at most `t‖B‖`. -/
theorem ideal_pulse_error {A B : 𝓐} (hA : IsSelfAdjoint A) (hB : IsSelfAdjoint B)
    {t : ℝ} (ht : 0 ≤ t) :
    ‖propagator (A + B) t - propagator A t‖ ≤ t * ‖B‖ := by
  have hU := propagator_mem_unitary hA
  have hV := propagator_mem_unitary (hA.add hB)
  -- the interaction-picture propagator moves with speed at most ‖B‖
  have h := norm_image_sub_le_of_norm_deriv_le_segment' (a := 0) (b := t) (C := ‖B‖)
    (fun s _ => (hasDerivAt_interaction hA B s).hasDerivWithinAt)
    (fun s _ => by
      rw [norm_smul, norm_neg, Complex.norm_I, one_mul, norm_star_unitary_mul (hU s),
        CStarRing.norm_mul_mem_unitary _ (hV s)])
    t ⟨ht, le_refl t⟩
  have h0 : ∀ H : 𝓐, propagator H 0 = 1 := by
    intro H
    simp [propagator, NormedSpace.exp_zero]
  simp only [h0, star_one, mul_one, sub_zero] at h
  -- return from the interaction picture
  rw [← norm_star_unitary_mul (hU t), mul_sub, (hU t).1, mul_comm t]
  exact h
```

Q: I'd like to see it for matrices, with nothing hidden behind a definition.

A: Here the exponentials are written out. The `open scoped` line selects the operator norm, that is, the largest singular value; for Hermitian $B$ this is the largest absolute eigenvalue.

```lean
open scoped Matrix.Norms.L2Operator in
/-- The ideal-pulse bound for Hermitian matrices `A` and `B` and `t ≥ 0`, in the operator norm. -/
theorem ideal_pulse_error_matrix {n : Type*} [Fintype n] [DecidableEq n]
    {A B : Matrix n n ℂ} (hA : A.IsHermitian) (hB : B.IsHermitian) {t : ℝ} (ht : 0 ≤ t) :
    ‖NormedSpace.exp ((-(I * t)) • (A + B)) - NormedSpace.exp ((-(I * t)) • A)‖
      ≤ t * ‖B‖ :=
  ideal_pulse_error (𝓐 := Matrix n n ℂ) hA hB ht
```

Q: A bound that doesn't contain the size of $A$ sounds odd to me. I use strong pulses precisely because they make the approximation better.

A: The bound sees one reason: for a given rotation, a stronger pulse is shorter. Take $A=\omega_1 I_x$ with $\omega_1>0$ and flip angle $\theta=\omega_1t$. The ideal propagator is the rotation $e^{-i\theta I_x}$, and the bound reads $\theta\|B\|/\omega_1$. At fixed flip angle it falls as the field grows; at fixed duration the bound does not improve. The actual error still may: for one spin with an offset $B=\Delta I_z$, it tends to zero as $\omega_1\to\infty$ at fixed $t$, because the pulse averages the offset out. The bound does not capture this.

Q: I don't measure propagators. What happens to a signal?

A: In the Heisenberg picture an operator $O$ evolves to $V^*OV$ with the actual propagator $V$, and to $U^*OU$ with the ideal one $U$. Split the difference as

$$V^*OV-U^*OU=V^*O(V-U)+(V-U)^*OU.$$

Each term has norm at most $\|O\|\,\|V-U\|\le t\|B\|\|O\|$, which gives the factor 2. The Lean proof names this identity `e` and bounds the two terms in `h1` and `h2`. $O$ need not be Hermitian, so the detection operator $I_x+iI_y$ is allowed.

```lean
/-- For self-adjoint `A` and `B` and `t ≥ 0`, the ideal-pulse approximation changes an
operator `O` in the Heisenberg picture by at most `2t‖B‖‖O‖`. -/
theorem observable_error {A B : 𝓐} (hA : IsSelfAdjoint A) (hB : IsSelfAdjoint B)
    {t : ℝ} (ht : 0 ≤ t) (O : 𝓐) :
    ‖star (propagator (A + B) t) * O * propagator (A + B) t
      - star (propagator A t) * O * propagator A t‖ ≤ 2 * t * ‖B‖ * ‖O‖ := by
  have hU := propagator_mem_unitary hA t
  have hV := propagator_mem_unitary (hA.add hB) t
  have h := ideal_pulse_error hA hB ht
  set U := propagator A t
  set V := propagator (A + B) t
  have e : star V * O * V - star U * O * U
      = star V * (O * (V - U)) + star (V - U) * O * U := by
    rw [star_sub]
    noncomm_ring
  have h1 : ‖star V * (O * (V - U))‖ ≤ ‖O‖ * ‖V - U‖ := by
    rw [norm_star_unitary_mul hV]
    exact norm_mul_le _ _
  have h2 : ‖star (V - U) * O * U‖ ≤ ‖V - U‖ * ‖O‖ := by
    rw [CStarRing.norm_mul_mem_unitary _ hU, ← norm_star (V - U)]
    exact norm_mul_le _ _
  rw [e]
  have h3 := norm_add_le (star V * (O * (V - U))) (star (V - U) * O * U)
  have h4 := mul_le_mul_of_nonneg_right h (norm_nonneg O)
  linarith [mul_comm ‖O‖ ‖V - U‖]
```

Q: Over a long sequence, don't the errors compound during the delays?

A: At worst they add up over the pulses, and the delays add nothing to the bound. For the first block let $D$ be the delay propagator, $V$ and $U$ the actual and ideal pulse propagators, and $w$ the pulse width. Let $S'$ and $S$ be the actual and ideal propagators of all later blocks. Then

$$S'DV-SDU=S'D(V-U)+(S'-S)DU.$$

The outer factors are unitary, so the first term has norm at most $w\|B\|$ and the second has norm $\|S'-S\|$. Induction on the list adds up the widths, starting from the empty sequence with error zero. The Lean proof carries the unitarity of the actual sequence through the same induction, because the estimate of the first term uses that $S'$ is unitary.

```lean
/-- For self-adjoint Hamiltonians and nonnegative pulse widths, the error of a whole sequence
with ideal pulses is at most the total pulse width times `‖B‖`, whatever the delays. -/
theorem sequence_error {B : 𝓐} (hB : IsSelfAdjoint B) (l : List (Block 𝓐))
    (hl : ∀ p ∈ l, IsSelfAdjoint p.pulse ∧ 0 ≤ p.width) :
    ‖actualSequence B l - idealSequence B l‖ ≤ (l.map Block.width).sum * ‖B‖ := by
  -- unitarity of the actual sequence is carried along the induction
  suffices h : actualSequence B l ∈ unitary 𝓐 ∧
      ‖actualSequence B l - idealSequence B l‖ ≤ (l.map Block.width).sum * ‖B‖ from h.2
  induction l with
  | nil => exact ⟨one_mem _, by simp [actualSequence, idealSequence]⟩
  | cons p l ih =>
    obtain ⟨hS, hE⟩ := ih (fun q hq => hl q (List.mem_cons_of_mem p hq))
    obtain ⟨hA, hw⟩ := hl p List.mem_cons_self
    have hD := propagator_mem_unitary hB p.delay
    have hU := propagator_mem_unitary hA p.width
    have hV := propagator_mem_unitary (hA.add hB) p.width
    refine ⟨mul_mem hS (mul_mem hD hV), ?_⟩
    have e : actualSequence B (p :: l) - idealSequence B (p :: l)
        = actualSequence B l * (propagator B p.delay *
            (propagator (p.pulse + B) p.width - propagator p.pulse p.width))
          + (actualSequence B l - idealSequence B l) *
            (propagator B p.delay * propagator p.pulse p.width) := by
      simp only [actualSequence, idealSequence]
      noncomm_ring
    rw [e, List.map_cons, List.sum_cons, add_mul]
    refine (norm_add_le _ _).trans (add_le_add ?_ ?_)
    · rw [CStarRing.norm_mem_unitary_mul _ hS, CStarRing.norm_mem_unitary_mul _ hD]
      exact ideal_pulse_error hA hB hw
    · rw [CStarRing.norm_mul_mem_unitary _ (mul_mem hD hU)]
      exact hE
```

Q: Is the linear bound wasteful?

A: Not for every $B$. Your one-level formula survives for any self-adjoint pulse when $B=b\cdot1$ with $b$ real. The shift commutes with $A$, so it contributes only a phase, and

$$e^{-ibt}-1=-2i\,e^{-ibt/2}\sin(bt/2).$$

Taking norms gives exactly $2|\sin(bt/2)|$. In the Lean proof, `e` separates the phase and `e3` is this half-angle identity. The algebra must be nonzero here, since otherwise the left side vanishes whatever the sine is.

```lean
/-- For a self-adjoint pulse `A` in a nonzero algebra and a uniform energy shift `B = b·1`,
the error of the ideal-pulse approximation is exactly `2|sin(bt/2)|`. -/
theorem uniform_shift_error [Nontrivial 𝓐] {A : 𝓐} (hA : IsSelfAdjoint A) (b t : ℝ) :
    ‖propagator (A + algebraMap ℂ 𝓐 b) t - propagator A t‖
      = 2 * |Real.sin (b * t / 2)| := by
  let _ : NormedAlgebra ℚ 𝓐 := NormedAlgebra.restrictScalars ℚ ℂ 𝓐
  -- the shift contributes only a phase factor
  have e : propagator (A + algebraMap ℂ 𝓐 b) t
      = propagator A t * algebraMap ℂ 𝓐 (Complex.exp (-(I * t) * b)) := by
    have h1 : (-(I * t)) • algebraMap ℂ 𝓐 b = algebraMap ℂ 𝓐 (-(I * t) * b) := by
      rw [Algebra.smul_def, ← map_mul]
    rw [propagator, propagator, smul_add, h1,
      NormedSpace.exp_add_of_commute (Algebra.commutes _ _).symm,
      ← NormedSpace.algebraMap_exp_comm, ← Complex.exp_eq_exp_ℂ]
  have e2 : propagator A t * algebraMap ℂ 𝓐 (Complex.exp (-(I * t) * b)) - propagator A t
      = propagator A t * algebraMap ℂ 𝓐 (Complex.exp (-(I * t) * b) - 1) := by
    rw [map_sub, map_one, mul_sub, mul_one]
  -- half-angle form of the phase difference
  have e3 : Complex.exp (-(I * t) * b) - 1
      = Complex.exp (((-(b * t / 2) : ℝ) : ℂ) * I) *
        (-(2 * I) * ((Real.sin (b * t / 2) : ℝ) : ℂ)) := by
    have h1 : Complex.exp (-(I * t) * b)
        = Complex.exp (-((b * t / 2 : ℝ) : ℂ) * I) *
          Complex.exp (-((b * t / 2 : ℝ) : ℂ) * I) := by
      rw [← Complex.exp_add]
      congr 1
      push_cast
      ring
    have h2 : Complex.exp (-((b * t / 2 : ℝ) : ℂ) * I) *
        Complex.exp (((b * t / 2 : ℝ) : ℂ) * I) = 1 := by
      rw [← Complex.exp_add, neg_mul, neg_add_cancel, Complex.exp_zero]
    rw [h1, Complex.ofReal_sin, Complex.sin, Complex.ofReal_neg]
    linear_combination (Complex.exp (-((b * t / 2 : ℝ) : ℂ) * I) *
      (Complex.exp (-((b * t / 2 : ℝ) : ℂ) * I)
        - Complex.exp (((b * t / 2 : ℝ) : ℂ) * I))) * Complex.I_sq + h2
  rw [e, e2, CStarRing.norm_mem_unitary_mul _ (propagator_mem_unitary hA t),
    norm_algebraMap, CStarRing.norm_one, mul_one, e3, norm_mul,
    Complex.norm_exp_ofReal_mul_I, one_mul, norm_mul, Complex.norm_real, Real.norm_eq_abs]
  simp

end

end IdealPulse
```

```lean
#print axioms IdealPulse.ideal_pulse_error
#print axioms IdealPulse.ideal_pulse_error_matrix
#print axioms IdealPulse.sequence_error
#print axioms IdealPulse.uniform_shift_error
```

```
'IdealPulse.ideal_pulse_error' depends on axioms: [propext, Classical.choice, Quot.sound]
'IdealPulse.ideal_pulse_error_matrix' depends on axioms: [propext, Classical.choice, Quot.sound]
'IdealPulse.sequence_error' depends on axioms: [propext, Classical.choice, Quot.sound]
'IdealPulse.uniform_shift_error' depends on axioms: [propext, Classical.choice, Quot.sound]
```

For small $|bt|$ the exact error $2|\sin(bt/2)|$ of a uniform shift is close to $|bt|$, so no constant below 1 in front of $t\|B\|$ would serve for all $A$, $B$ and $t$.

Q: But a uniform shift is a global phase. No spectrometer sees it.

A: Right. In that example the propagator error is real while the observable error is zero, so the observable bound can be far too generous. It can also be large for another reason: for $N$ spins-1/2 with a common offset $\omega$, $B=\omega\sum_k I_{z,k}$ has norm $N|\omega|/2$. The bound holds for every state but uses only the norms of $B$ and $O$, so it grows with the system even if you detect one spin.

Q: Then which physics have I assumed before the theorem starts?

A: Each pulse Hamiltonian is constant over its width, which for a radio-frequency pulse usually means a rotating frame with the fast oscillating terms already discarded. The internal Hamiltonian $B$ is the same throughout, so sample spinning that modulates it falls outside the model. There is no relaxation, and the Hamiltonians are bounded, as they are for finitely many spins. An error in the pulse itself, such as a wrong flip angle, is a different matter: both propagators use the same $A$.

Q: So what may I use it for?

A: For a simulation of finitely many spins with a constant internal Hamiltonian, piecewise constant pulses and no relaxation, you can replace each pulse by its ideal rotation and know in advance a ceiling on the propagator error: $\|B\|$ times the summed pulse widths.
